# A lower bound on the second-order energy from the Hylleraas functional and its residual, given a spectral gap in finite dimension

Q: Suppose I stop an iterative solver for the first-order wavefunction before it has converged, and put the unfinished vector into the Hylleraas functional. For a ground state I know that the number lies above the second-order energy, but not by how much. For an excited state I don't even know on which side it lies. What do you offer?

A: A lower bound built from the trial vector itself. Let \(H_0\) be the unperturbed Hamiltonian with reference level \(E_0\) and state \(\psi_0\), let \(V\) be the perturbation, and let \(E_1\) be the first-order energy. For a trial vector \(\varphi\), the amount by which the first-order equation fails is the residual

\[ r=(H_0-E_0)\varphi+(V-E_1)\psi_0 . \]

If no level of \(H_0\) lies strictly between \(E_0\) and \(E_0+D\), with \(D>0\), and the first-order equation has a solution, then

\[ J(\varphi)-\frac{\lVert r\rVert^2}{D}\le E_2 , \]

where \(J\) is the Hylleraas functional and \(E_2\) the second-order energy. The setting is a finite-dimensional complex inner product space `S`, such as the span of a finite set of determinants.

```lean
import Mathlib

open scoped InnerProductSpace ComplexConjugate
open Matrix

namespace HylleraasResidualBound

noncomputable section

variable {S : Type*} [NormedAddCommGroup S] [InnerProductSpace ℂ S]
```

Q: Before I believe any of it, show me the objects. What is `shift`? To me that word means a level shift in a solver.

A: Here it only means \((H-e)x\), for an operator \(H\), a real energy \(e\) and a vector \(x\). The residual is the one above, and the functional is

\[ J(\varphi)=\mathrm{Re}\langle\varphi,(H_0-E_0)\varphi\rangle+2\,\mathrm{Re}\langle\varphi,(V-E_1)\psi_0\rangle . \]

The inner product is conjugate-linear in its first slot, as in Dirac notation.

```lean
/-- The vector `(H - e) x` for an operator `H` and a real energy `e`. -/
def shift (H : S →ₗ[ℂ] S) (e : ℝ) (x : S) : S := H x - (e : ℂ) • x

/-- The residual `r = (H₀ - E₀) φ + (V - E₁) ψ₀` of the first-order equation at a trial `φ`. -/
def residual (H₀ V : S →ₗ[ℂ] S) (E₀ E₁ : ℝ) (ψ₀ φ : S) : S :=
  shift H₀ E₀ φ + shift V E₁ ψ₀

/-- The Hylleraas functional `J(φ) = Re ⟨φ, (H₀ - E₀) φ⟩ + 2 Re ⟨φ, (V - E₁) ψ₀⟩`. -/
def hylleraas (H₀ V : S →ₗ[ℂ] S) (E₀ E₁ : ℝ) (ψ₀ φ : S) : ℝ :=
  (⟪φ, shift H₀ E₀ φ⟫_ℂ).re + 2 * (⟪φ, shift V E₁ ψ₀⟫_ℂ).re
```

Q: My textbook has \(E_2=\langle\psi_0,V\psi_1\rangle\), with \(\psi_1\) the first-order correction. Yours carries an extra \(E_1\).

A: The two agree when \(\psi_1\) is orthogonal to \(\psi_0\). The extra term means that you needn't impose that condition: for an eigenvector \(\psi_0\), adding a multiple of \(\psi_0\) to \(\psi_1\) leaves `secondOrder` unchanged.

```lean
/-- The second-order energy `E₂ = Re ⟨ψ₀, (V - E₁) ψ₁⟩`. -/
def secondOrder (V : S →ₗ[ℂ] S) (E₁ : ℝ) (ψ₀ ψ₁ : S) : ℝ :=
  (⟪ψ₀, shift V E₁ ψ₁⟫_ℂ).re
```

Q: And the gap? I would have expected every eigenvalue of \(H_0-E_0\) to be zero or at least \(D\).

A: That is the ground-state case. `HasGapAbove` also allows levels below \(E_0\), so the bound applies to excited reference states. Physically, \(D\) is a lower estimate of the excitation energy from the reference level to the next higher one. An estimate that is too small is safe and merely weakens the bound.

```lean
/-- No eigenvalue of `H₀` lies strictly between `E₀` and `E₀ + D`. -/
def HasGapAbove (H₀ : S →ₗ[ℂ] S) (E₀ D : ℝ) : Prop :=
  ∀ μ : ℝ, Module.End.HasEigenvalue H₀ (μ : ℂ) → μ ≤ E₀ ∨ E₀ + D ≤ μ
```

Q: What if my estimate is too large?

A: Then the bound can fail. Suppose a normalised eigenvector \(b\) has excitation energy \(\omega\) with \(0<\omega<D\), and try \(\varphi=\psi_1+b\). The error \(J-E_2\) is \(\omega\), while \(\lVert r\rVert^2/D=\omega^2/D\) is smaller than \(\omega\).

Q: Nowhere do I see that \(\psi_0\) is an eigenvector, or normalised, or that \(E_1\) is an expectation value.

A: None of that is needed for the inequality, but it is needed for its meaning. The step left to you is to identify `secondOrder` with the coefficient of \(\lambda^2\) in an eigenvalue of \(H_0+\lambda V\). For a nondegenerate level, take \(\psi_0\) to be a normalised eigenvector at \(E_0\). The overlap of the first-order equation with \(\psi_0\) then forces \(E_1=\langle\psi_0,V\psi_0\rangle\). If your \(\psi_0\) has norm \(N\neq 0\), divide the whole inequality by \(N^2\) to get energies. In a degenerate level, \(\psi_0\) must also be the correct zeroth-order state.

Q: Fine. Now derive it, starting with the residual.

A: First, three facts about inner products. For symmetric \(H\) and real \(e\), the operator \(H-e\) can be moved from one slot to the other; that is `shift_symm`. Real parts of overlaps don't depend on the order of the vectors, and \(\lVert x\rVert^2=\mathrm{Re}\langle x,x\rangle\).

```lean
variable {H₀ V : S →ₗ[ℂ] S} {E₀ E₁ D : ℝ} {ψ₀ ψ₁ : S}

private lemma shift_symm (hH : H₀.IsSymmetric) (e : ℝ) (x y : S) :
    ⟪shift H₀ e x, y⟫_ℂ = ⟪x, shift H₀ e y⟫_ℂ := by
  rw [shift, shift, inner_sub_left, inner_sub_right, inner_smul_left, inner_smul_right,
    hH x y, Complex.conj_ofReal]

private lemma re_comm (x y : S) : (⟪x, y⟫_ℂ).re = (⟪y, x⟫_ℂ).re := by
  rw [← inner_conj_symm x y, Complex.conj_re]

private lemma norm_sq_re (x : S) : ‖x‖ ^ 2 = (⟪x, x⟫_ℂ).re :=
  (inner_self_eq_norm_sq (𝕜 := ℂ) x).symm
```

Solvability says that the residual of \(\psi_1\) is zero, so \((H_0-E_0)\psi_1=-(V-E_1)\psi_0\). Put \(d=\varphi-\psi_1\). Subtracting the zero residual of \(\psi_1\) from that of \(\varphi\) cancels the perturbation term:

\[ r=(H_0-E_0)\varphi-(H_0-E_0)\psi_1=(H_0-E_0)d . \]

The Lean proof makes the same subtraction and then expands by linearity.

```lean
/-- If `ψ₁` solves the first-order equation, the residual of `φ` is `(H₀ - E₀)(φ - ψ₁)`. -/
theorem residual_eq (h : residual H₀ V E₀ E₁ ψ₀ ψ₁ = 0) (φ : S) :
    residual H₀ V E₀ E₁ ψ₀ φ = shift H₀ E₀ (φ - ψ₁) := by
  calc residual H₀ V E₀ E₁ ψ₀ φ
      = residual H₀ V E₀ E₁ ψ₀ φ - residual H₀ V E₀ E₁ ψ₀ ψ₁ := by rw [h, sub_zero]
    _ = shift H₀ E₀ (φ - ψ₁) := by
      simp only [residual, shift, map_sub, smul_sub]
      abel
```

Q: How does the unknown \(E_2\) get in?

A: Through the overlap of \(d\) with \(r\). Expanding both vectors gives

\[
\begin{aligned}
\mathrm{Re}\langle d,r\rangle={}&\mathrm{Re}\langle\varphi,(H_0-E_0)\varphi\rangle+\mathrm{Re}\langle\varphi,(V-E_1)\psi_0\rangle\\
&-\mathrm{Re}\langle\psi_1,(H_0-E_0)\varphi\rangle-\mathrm{Re}\langle\psi_1,(V-E_1)\psi_0\rangle .
\end{aligned}
\]

In the third term, move \(H_0-E_0\) onto \(\psi_1\) and use the first-order equation:

\[ \mathrm{Re}\langle\psi_1,(H_0-E_0)\varphi\rangle=-\mathrm{Re}\langle\varphi,(V-E_1)\psi_0\rangle . \]

With its minus sign, this supplies the second copy of the linear term in \(J\). In the last term, symmetry of \(V\) gives

\[ \mathrm{Re}\langle\psi_1,(V-E_1)\psi_0\rangle=\mathrm{Re}\langle\psi_0,(V-E_1)\psi_1\rangle=E_2 . \]

Hence \(J(\varphi)-E_2=\mathrm{Re}\langle d,r\rangle\). In the code, `h'` is the first-order equation, `h1` treats the last term and `h2` the third; `linarith` adds them up.

```lean
/-- For symmetric `H₀` and `V` and a first-order solution `ψ₁`, the error `J(φ) - E₂` is the
real part of the overlap of `φ - ψ₁` with the residual of `φ`. -/
theorem error_eq_overlap (hH : H₀.IsSymmetric) (hV : V.IsSymmetric)
    (h : residual H₀ V E₀ E₁ ψ₀ ψ₁ = 0) (φ : S) :
    hylleraas H₀ V E₀ E₁ ψ₀ φ - secondOrder V E₁ ψ₀ ψ₁
      = (⟪φ - ψ₁, residual H₀ V E₀ E₁ ψ₀ φ⟫_ℂ).re := by
  have h' : shift H₀ E₀ ψ₁ = -shift V E₁ ψ₀ := by
    unfold residual at h
    exact eq_neg_of_add_eq_zero_left h
  have h1 : (⟪ψ₀, shift V E₁ ψ₁⟫_ℂ).re = (⟪ψ₁, shift V E₁ ψ₀⟫_ℂ).re := by
    rw [← shift_symm hV, re_comm]
  have h2 : (⟪ψ₁, shift H₀ E₀ φ⟫_ℂ).re = -(⟪φ, shift V E₁ ψ₀⟫_ℂ).re := by
    rw [← shift_symm hH, h', inner_neg_left, Complex.neg_re, re_comm]
  simp only [hylleraas, secondOrder, residual, inner_sub_left, inner_add_right,
    Complex.sub_re, Complex.add_re]
  linarith
```

Q: That is exact, but \(d\) contains the solution I don't have.

A: The gap removes it. Let \(b_i\) be an orthonormal eigenbasis of \(H_0\) with eigenvalues \(\mu_i\), and write \(\omega_i=\mu_i-E_0\) and \(c_i=\langle b_i,d\rangle\). Since \(r=(H_0-E_0)d\), its components are \(\langle b_i,r\rangle=\omega_i c_i\). Therefore

\[ \lVert r\rVert^2=\sum_i\omega_i^2|c_i|^2,\qquad \mathrm{Re}\langle d,r\rangle=\sum_i\omega_i|c_i|^2, \]

and

\[ \lVert r\rVert^2-D\,\mathrm{Re}\langle d,r\rangle=\sum_i\omega_i(\omega_i-D)|c_i|^2 . \]

If \(\omega_i\le 0\), both factors \(\omega_i\) and \(\omega_i-D\) are nonpositive. If \(\omega_i\ge D\), both are nonnegative. The gap leaves no other case, so every term is at least zero.

Q: Is that what the long proof does?

A: Yes, for an arbitrary vector \(d\). It takes the eigenbasis from the spectral theorem for symmetric operators. Then `hc` gives the components \(\omega_i c_i\), and `hp` expands an inner product in the basis. `Finset.sum_le_sum` reduces the inequality to one level at a time, where `hω` is the sign argument. The final `nlinarith` compares the real and imaginary parts after `hω` has been multiplied by \(|c_i|^2\).

```lean
/-- In finite dimension, for a symmetric `H₀` with a gap `D > 0` above `E₀`, every vector `d`
satisfies `D Re ⟨d, (H₀ - E₀) d⟩ ≤ ‖(H₀ - E₀) d‖²`. -/
theorem gap_inequality [FiniteDimensional ℂ S] (hH : H₀.IsSymmetric) (hD : 0 < D)
    (hgap : HasGapAbove H₀ E₀ D) (d : S) :
    D * (⟪d, shift H₀ E₀ d⟫_ℂ).re ≤ ‖shift H₀ E₀ d‖ ^ 2 := by
  obtain ⟨b, μ, hb⟩ : ∃ (b : OrthonormalBasis (Fin (Module.finrank ℂ S)) ℂ S)
      (μ : Fin (Module.finrank ℂ S) → ℝ), ∀ i, H₀ (b i) = (μ i : ℂ) • b i :=
    ⟨hH.eigenvectorBasis rfl, hH.eigenvalues rfl, fun i => hH.apply_eigenvectorBasis rfl i⟩
  have hc : ∀ i, ⟪b i, shift H₀ E₀ d⟫_ℂ = ((μ i - E₀ : ℝ) : ℂ) * ⟪b i, d⟫_ℂ := fun i => by
    rw [← shift_symm hH, shift, hb i, ← sub_smul, ← Complex.ofReal_sub, inner_smul_left,
      Complex.conj_ofReal]
  have hp : ∀ x y : S, (⟪x, y⟫_ℂ).re = ∑ i, (conj ⟪b i, x⟫_ℂ * ⟪b i, y⟫_ℂ).re := by
    intro x y
    rw [← b.sum_inner_mul_inner x y, Complex.re_sum]
    exact Finset.sum_congr rfl fun i _ => by rw [inner_conj_symm]
  -- compare the two sides level by level
  rw [norm_sq_re, hp (shift H₀ E₀ d), hp d, Finset.mul_sum]
  refine Finset.sum_le_sum fun i _ => ?_
  have hω : 0 ≤ (μ i - E₀) * (μ i - E₀ - D) := by
    rcases hgap _ (Module.End.hasEigenvalue_of_hasEigenvector
      ⟨Module.End.mem_eigenspace_iff.mpr (hb i), b.orthonormal.ne_zero i⟩) with h | h
    · exact mul_nonneg_of_nonpos_of_nonpos (by linarith) (by linarith)
    · exact mul_nonneg (by linarith) (by linarith)
  have ht := mul_nonneg hω (Complex.normSq_nonneg ⟪b i, d⟫_ℂ)
  rw [hc]
  simp only [Complex.normSq_apply, Complex.mul_re, Complex.mul_im, Complex.conj_re,
    Complex.conj_im, Complex.ofReal_re, Complex.ofReal_im] at ht ⊢
  nlinarith [ht]
```

Q: Then the bound itself should be short.

A: It is. Dividing by \(D>0\) gives \(\mathrm{Re}\langle d,r\rangle\le\lVert r\rVert^2/D\). The left side is \(J(\varphi)-E_2\), and rearranging finishes the argument. In Lean, `residual_eq` turns \((H_0-E_0)d\) back into the residual, `le_div_iff₀` performs the division, and `linarith` rearranges.

```lean
/-- Residual bound in finite dimension: for symmetric `H₀` and `V`, a gap `D > 0` above `E₀` and a
first-order solution `ψ₁`, every trial `φ` gives the lower bound `J(φ) - ‖r‖² / D ≤ E₂`. -/
theorem residual_bound [FiniteDimensional ℂ S] (hH : H₀.IsSymmetric) (hV : V.IsSymmetric)
    (hD : 0 < D) (hgap : HasGapAbove H₀ E₀ D)
    (h : residual H₀ V E₀ E₁ ψ₀ ψ₁ = 0) (φ : S) :
    hylleraas H₀ V E₀ E₁ ψ₀ φ - ‖residual H₀ V E₀ E₁ ψ₀ φ‖ ^ 2 / D
      ≤ secondOrder V E₁ ψ₀ ψ₁ := by
  have hov := error_eq_overlap hH hV h φ
  have hg := gap_inequality hH hD hgap (φ - ψ₁)
  rw [← residual_eq h φ, mul_comm, ← le_div_iff₀ hD] at hg
  linarith
```

Q: So for a ground state I have \(E_2\) between two computable numbers?

A: Yes, with \(J(\varphi)\) as the upper one. That half follows from the sum for \(\mathrm{Re}\langle d,r\rangle\) when no \(\omega_i\) is negative, but it is a remark of mine and has no theorem in the code. For an excited state \(J(\varphi)\) can lie on either side of \(E_2\), so of these two bounds only the lower one remains. If you also know that no level lies strictly between \(E_0-D'\) and \(E_0\), with \(D'>0\), the same argument with \(\omega_i+D'\) in place of \(\omega_i-D\) gives the upper bound \(J(\varphi)+\lVert r\rVert^2/D'\). That too is a remark without a theorem here.

Q: Where would I use this?

A: In an iterative second-order Møller–Plesset calculation in a finite basis, for instance, it turns \(J(\varphi)\) and the norm of the residual into a lower bound on the second-order energy of that basis, provided that you have a valid \(D\). It says nothing about the error of the basis, or about higher orders. In a nonorthogonal basis, \(\lVert r\rVert^2\) has to be computed with the overlap matrix; it is not simply the sum of the squared coefficients. Also, \(r\) must be the full residual. If you optimise \(\varphi\) within a subspace, the part of \(r\) inside the subspace can vanish while the rest remains.

Q: One last doubt. Can all these hypotheses be met by a system with an actual perturbation?

A: Two coupled levels will do. Label them 0 and 1, with unperturbed energies 0 and 1 and unit coupling:

\[ H_0=\begin{pmatrix}0&0\\0&1\end{pmatrix},\qquad V=\begin{pmatrix}0&1\\1&0\end{pmatrix}. \]

```lean
/-- The two-level Hamiltonian with levels `0` and `1`. -/
def twoLevelH : EuclideanSpace ℂ (Fin 2) →ₗ[ℂ] EuclideanSpace ℂ (Fin 2) :=
  Matrix.toEuclideanLin !![0, 0; 0, 1]

/-- The perturbation that couples the two levels with unit strength. -/
def twoLevelV : EuclideanSpace ℂ (Fin 2) →ₗ[ℂ] EuclideanSpace ℂ (Fin 2) :=
  Matrix.toEuclideanLin !![0, 1; 1, 0]
```

The next two lemmas give the action on a vector: \(H_0\) keeps only component 1, and \(V\) swaps the two components.

```lean
private lemma twoLevelH_apply (v : EuclideanSpace ℂ (Fin 2)) :
    twoLevelH v = !₂[0, v.ofLp 1] := by
  ext i
  change ((!![0, 0; 0, 1] : Matrix (Fin 2) (Fin 2) ℂ) *ᵥ v.ofLp) i = _
  fin_cases i <;> simp [Matrix.mulVec, dotProduct, Fin.sum_univ_two]

private lemma twoLevelV_apply (v : EuclideanSpace ℂ (Fin 2)) :
    twoLevelV v = !₂[v.ofLp 1, v.ofLp 0] := by
  ext i
  change ((!![0, 1; 1, 0] : Matrix (Fin 2) (Fin 2) ℂ) *ᵥ v.ofLp) i = _
  fin_cases i <;> simp [Matrix.mulVec, dotProduct, Fin.sum_univ_two]
```

Take \(\psi_0=(1,0)\), \(E_0=E_1=0\) and \(D=1\). Then \(V\psi_0=(0,1)\), so \(\psi_1=(0,-1)\) solves the first-order equation, and \(E_2=\langle\psi_0,V\psi_1\rangle=-1\). At \(\varphi=0\) the functional vanishes and \(r=(0,1)\), so the lower bound is \(0-1/1=-1\), equal to \(E_2\).

Q: Does that \(-1\) agree with the true eigenvalue?

A: It does. The lower eigenvalue of \(H_0+\lambda V\) is \(\tfrac12\bigl(1-\sqrt{1+4\lambda^2}\bigr)=-\lambda^2+\dots\), so here `secondOrder` is the coefficient that you wanted.

The theorem below collects the symmetry of both operators, the gap, the first-order solution and the equality at \(\varphi=0\). For the gap, the proof takes an eigenvector and looks at its component 1. If that component is zero, the eigenvalue must be 0; otherwise it must be 1. The remaining parts are checked entry by entry.

```lean
/-- The coupled two-level system is symmetric, has the gap `1` above `E₀ = 0`, and with `E₁ = 0`
and `ψ₀ = (1, 0)` its first-order equation is solved by `ψ₁ = (0, -1)`. The residual bound at
the trial `φ = 0` is then equal to `E₂`. -/
theorem two_level_witness :
    twoLevelH.IsSymmetric ∧ twoLevelV.IsSymmetric ∧ HasGapAbove twoLevelH 0 1 ∧
      residual twoLevelH twoLevelV 0 0 !₂[1, 0] !₂[0, -1] = 0 ∧
      hylleraas twoLevelH twoLevelV 0 0 !₂[1, 0] 0
        - ‖residual twoLevelH twoLevelV 0 0 !₂[1, 0] 0‖ ^ 2 / 1
        = secondOrder twoLevelV 0 !₂[1, 0] !₂[0, -1] := by
  refine ⟨?_, ?_, ?_, ?_, ?_⟩
  · exact isSymmetric_toEuclideanLin_iff.mpr
      (Matrix.IsHermitian.ext fun i j => by fin_cases i <;> fin_cases j <;> simp)
  · exact isSymmetric_toEuclideanLin_iff.mpr
      (Matrix.IsHermitian.ext fun i j => by fin_cases i <;> fin_cases j <;> simp)
  · intro μ hμ
    obtain ⟨v, hv⟩ := hμ.exists_hasEigenvector
    have he := hv.apply_eq_smul
    rw [twoLevelH_apply] at he
    have h0 : (0 : ℂ) = (μ : ℂ) * v.ofLp 0 := congrArg (fun w => w.ofLp 0) he
    have h1 : v.ofLp 1 = (μ : ℂ) * v.ofLp 1 := congrArg (fun w => w.ofLp 1) he
    by_cases hz : v.ofLp 1 = 0
    · have hv0 : v.ofLp 0 ≠ 0 := fun hz0 =>
        hv.2 (by ext i; fin_cases i <;> simp [hz0, hz])
      have hm : (μ : ℂ) = 0 := (mul_eq_zero.mp h0.symm).resolve_right hv0
      exact Or.inl (le_of_eq (by exact_mod_cast hm))
    · have hm : (μ : ℂ) = 1 := mul_right_cancel₀ hz (by rw [← h1, one_mul])
      have hm' : μ = 1 := by exact_mod_cast hm
      exact Or.inr (by linarith)
  · rw [residual, shift, shift, twoLevelH_apply, twoLevelV_apply]
    ext i
    fin_cases i <;> simp
  · simp [hylleraas, secondOrder, residual, shift, twoLevelV_apply,
      EuclideanSpace.norm_sq_eq, PiLp.inner_apply, Fin.sum_univ_two]

end

end HylleraasResidualBound
```

```lean
#print axioms HylleraasResidualBound.residual_bound
-- 'HylleraasResidualBound.residual_bound' depends on axioms: [propext, Classical.choice, Quot.sound]
```
